# Zero magnetoresistance and Hall coefficient −1/(n e) for a single band with constant mass and relaxation time

For carriers of charge −e, with density n, mass m and relaxation time τ all positive, the steady force balance in any uniform fields E and B,

m v/τ = −e(E + v × B),

has exactly one solution v. Its current density j = −n e v satisfies

E = ρ₀ j + (j × B)/(n e), ρ₀ = m/(n e² τ).

Hence E·j = ρ₀ j·j at every B: the resistivity along the current does not depend on the magnetic field. The Hall coefficient is −1/(n e) whenever B × j ≠ 0. Within this one-band model, a Hall measurement therefore gives the carrier density without knowledge of τ.

## The band and its force balance

```lean
import Mathlib

open Matrix

namespace CrossedFieldTransport

noncomputable section

/-- A single band of carriers with charge `-e`: mass `m`, density `n`, elementary charge `e`
and relaxation time `τ`, all positive. -/
structure Band where
  m : ℝ
  n : ℝ
  e : ℝ
  τ : ℝ
  m_pos : 0 < m
  n_pos : 0 < n
  e_pos : 0 < e
  τ_pos : 0 < τ
```

A `Band` is four real numbers with proofs that they are positive. It contains no dispersion relation: the band enters only through its scalar mass m. The time τ stands for the relaxation of drift momentum by collisions.

```lean
/-- Steady state: the friction `m v / τ` balances the Lorentz force `-e (E + v × B)`. -/
def Band.IsSteady (M : Band) (E B v : Fin 3 → ℝ) : Prop :=
  (M.m / M.τ) • v = -M.e • (E + v ⨯₃ B)
```

`IsSteady` is the statement that v satisfies the force balance, in SI form. Vectors have type `Fin 3 → ℝ`, with components 0, 1, 2 for x, y, z; `•` multiplies by a scalar and `⨯₃` is the cross product. That the electrons of a real crystal obey this balance, with one m and one τ, is assumed and not derived from a Boltzmann equation.

```lean
/-- The current density `j = -n e v`. -/
def Band.current (M : Band) (v : Fin 3 → ℝ) : Fin 3 → ℝ := -(M.n * M.e) • v
```

`current` is the current density j, antiparallel to v because the carriers are negative.

```lean
/-- The zero-field resistivity `ρ₀ = m / (n e² τ)`. -/
def Band.resistivity (M : Band) : ℝ := M.m / (M.n * M.e ^ 2 * M.τ)
```

This is ρ₀, defined without reference to B.

```lean
/-- The mobility `μ = e τ / m`. -/
def Band.mobility (M : Band) : ℝ := M.e * M.τ / M.m
```

The mobility μ is positive here; the sign of the charge is written separately.

```lean
/-- The drift velocity
`v = -μ (E + μ² (E·B) B - μ E × B) / (1 + μ² B²)`. -/
def Band.driftVelocity (M : Band) (E B : Fin 3 → ℝ) : Fin 3 → ℝ :=
  (1 + M.mobility ^ 2 * (B ⬝ᵥ B))⁻¹ •
    (-M.mobility • (E + (M.mobility ^ 2 * (E ⬝ᵥ B)) • B - M.mobility • (E ⨯₃ B)))
```

This is the candidate solution, derived below. The symbol `⬝ᵥ` is the dot product, and B² means B·B.

```lean
/-- The Hall coefficient: the component of `E` along `B × j`, per unit of `B × j`.
Its domain is `B × j ≠ 0`. -/
def hallCoefficient (E B j : Fin 3 → ℝ) : ℝ :=
  (E ⬝ᵥ (B ⨯₃ j)) / ((B ⨯₃ j) ⬝ᵥ (B ⨯₃ j))
```

The Hall coefficient is defined from E, B and j alone:

R_H = E·(B × j)/|B × j|².

With j along x and B along z, this is the usual E_y/(j_x B_z).

## Solving for the velocity

```lean
/-- Two vectors in space are equal when their three Cartesian components agree. -/
theorem vec_ext {a b : Fin 3 → ℝ} (h0 : a 0 = b 0) (h1 : a 1 = b 1) (h2 : a 2 = b 2) :
    a = b := by
  funext i
  fin_cases i
  exacts [h0, h1, h2]
```

Vector equations may be checked component by component.

```lean
/-- The force balance says that `v = -μ (E + v × B)`. -/
theorem Band.isSteady_iff_mobility (M : Band) (E B v : Fin 3 → ℝ) :
    M.IsSteady E B v ↔ v = -M.mobility • (E + v ⨯₃ B) := by
  have hm := M.m_pos.ne'
  have hτ := M.τ_pos.ne'
  have h1 : M.τ / M.m * (M.m / M.τ) = 1 := by field_simp
  unfold Band.IsSteady Band.mobility
  constructor
  · intro h
    calc v = (M.τ / M.m * (M.m / M.τ)) • v := by rw [h1, one_smul]
      _ = (M.τ / M.m) • ((M.m / M.τ) • v) := mul_smul _ _ _
      _ = (M.τ / M.m) • (-M.e • (E + v ⨯₃ B)) := congrArg (fun x => (M.τ / M.m) • x) h
      _ = -(M.e * M.τ / M.m) • (E + v ⨯₃ B) := by
        rw [smul_smul]
        congr 1
        ring
  · intro h
    have h2 : M.m / M.τ * -(M.e * M.τ / M.m) = -M.e := by
      linear_combination (-M.e) * h1
    calc (M.m / M.τ) • v = (M.m / M.τ) • (-(M.e * M.τ / M.m) • (E + v ⨯₃ B)) :=
          congrArg (fun x => (M.m / M.τ) • x) h
      _ = -M.e • (E + v ⨯₃ B) := by rw [smul_smul, h2]
```

Multiplying the force balance by τ/m gives v = −μ(E + v × B); multiplying by m/τ leads back.

```lean
/-- A velocity is steady in the fields `E` and `B` exactly when it is the drift velocity. -/
theorem Band.isSteady_iff (M : Band) (E B v : Fin 3 → ℝ) :
    M.IsSteady E B v ↔ v = M.driftVelocity E B := by
  have hBB : 0 ≤ B ⬝ᵥ B := Finset.sum_nonneg fun i _ => mul_self_nonneg (B i)
  have hD : 1 + M.mobility ^ 2 * (B ⬝ᵥ B) ≠ 0 :=
    (add_pos_of_pos_of_nonneg one_pos (mul_nonneg (sq_nonneg _) hBB)).ne'
  rw [M.isSteady_iff_mobility, Band.driftVelocity, eq_inv_smul_iff₀ hD]
  generalize M.mobility = μ at hD ⊢
  constructor
  all_goals
    intro h
    have h0 := congrFun h 0
    have h1 := congrFun h 1
    have h2 := congrFun h 2
    simp only [cross_apply, dotProduct, Fin.sum_univ_three, Pi.add_apply, Pi.sub_apply,
      Pi.smul_apply, smul_eq_mul, Matrix.cons_val] at h0 h1 h2
  -- eliminate the magnetic force with the adjugate of the linear system
  · apply vec_ext <;> simp only [cross_apply, dotProduct, Fin.sum_univ_three, Pi.add_apply,
      Pi.sub_apply, Pi.smul_apply, smul_eq_mul, Matrix.cons_val]
    · linear_combination (1 + μ ^ 2 * B 0 ^ 2) * h0 + (μ ^ 2 * B 0 * B 1 - μ * B 2) * h1
        + (μ ^ 2 * B 0 * B 2 + μ * B 1) * h2
    · linear_combination (μ ^ 2 * B 1 * B 0 + μ * B 2) * h0 + (1 + μ ^ 2 * B 1 ^ 2) * h1
        + (μ ^ 2 * B 1 * B 2 - μ * B 0) * h2
    · linear_combination (μ ^ 2 * B 2 * B 0 - μ * B 1) * h0
        + (μ ^ 2 * B 2 * B 1 + μ * B 0) * h1 + (1 + μ ^ 2 * B 2 ^ 2) * h2
  -- conversely, insert the drift velocity in the force balance
  · apply vec_ext <;> apply mul_left_cancel₀ hD <;> simp only [cross_apply, dotProduct,
      Fin.sum_univ_three, Pi.add_apply, Pi.smul_apply, smul_eq_mul, Matrix.cons_val]
    · linear_combination h0 + μ * B 2 * h1 - μ * B 1 * h2
    · linear_combination h1 + μ * B 0 * h2 - μ * B 2 * h0
    · linear_combination h2 + μ * B 1 * h0 - μ * B 0 * h1
```

The dot product of the last equation with B gives v·B = −μ E·B. The cross product with B, using (v × B) × B = (v·B)B − B² v, gives

v × B = −μ E × B + μ²(E·B)B + μB² v.

Inserting this into v = −μ(E + v × B) and collecting v,

(1 + μ²B²) v = −μ[E + μ²(E·B)B − μ E × B].

The prefactor is at least 1, hence nonzero (`hD`), so v is determined.

Conversely, call the square bracket w. Then

w + μ w × B = E + μ²(E·B)B − μ E × B + μ E × B − μ²(E·B)B + μ²B² E = (1 + μ²B²)E,

so the candidate does satisfy the balance.

Lean does both directions in components. `linear_combination` adds the stated multiples of known equations and checks the remaining algebra; in the first direction these multiples carry out the elimination in one step.

## From velocity to resistivity

```lean
/-- The force balance is equivalent to the resistivity law `E = ρ₀ j + (j × B) / (n e)`. -/
theorem Band.isSteady_iff_resistivity_law (M : Band) (E B v : Fin 3 → ℝ) :
    M.IsSteady E B v ↔
      E = M.resistivity • M.current v + (1 / (M.n * M.e)) • (M.current v ⨯₃ B) := by
  have hn := M.n_pos.ne'
  have he := M.e_pos.ne'
  have hτ := M.τ_pos.ne'
  -- the right-hand side in terms of the velocity
  have key : M.resistivity • M.current v + (1 / (M.n * M.e)) • (M.current v ⨯₃ B)
      = -(M.m / (M.e * M.τ)) • v - v ⨯₃ B := by
    apply vec_ext <;> simp only [Band.resistivity, Band.current, cross_apply, Pi.add_apply,
      Pi.sub_apply, Pi.smul_apply, smul_eq_mul, Matrix.cons_val] <;> field_simp <;> ring
  have hx : M.e * (M.m / (M.e * M.τ)) = M.m / M.τ := by field_simp
  rw [key, Band.IsSteady]
  constructor
  · intro h
    funext i
    have hi := congrFun h i
    simp only [Pi.add_apply, Pi.sub_apply, Pi.smul_apply, smul_eq_mul] at hi ⊢
    apply mul_left_cancel₀ he
    linear_combination hi + v i * hx
  · intro h
    funext i
    have hi := congrFun h i
    simp only [Pi.add_apply, Pi.sub_apply, Pi.smul_apply, smul_eq_mul] at hi ⊢
    linear_combination M.e * hi - v i * hx
```

Dividing the force balance by −e and then putting v = −j/(n e),

E = −(m/(eτ)) v − v × B = ρ₀ j + (j × B)/(n e).

The second equality is `key`. Each step is reversible, hence the "if and only if" (`↔`).

```lean
/-- In any fields `E` and `B` there is exactly one steady velocity. Its current obeys
`E = ρ₀ j + (j × B) / (n e)` and `E·j = ρ₀ j·j`, and its Hall coefficient is `-1 / (n e)`
if `B × j ≠ 0`. -/
theorem Band.crossed_fields (M : Band) (E B : Fin 3 → ℝ) :
    (∃! v, M.IsSteady E B v) ∧ ∀ v, M.IsSteady E B v →
      E = M.resistivity • M.current v + (1 / (M.n * M.e)) • (M.current v ⨯₃ B) ∧
      E ⬝ᵥ M.current v = M.resistivity * (M.current v ⬝ᵥ M.current v) ∧
      (B ⨯₃ M.current v ≠ 0 →
        hallCoefficient E B (M.current v) = -1 / (M.n * M.e)) := by
  refine ⟨⟨M.driftVelocity E B, (M.isSteady_iff E B _).2 rfl,
    fun u hu => (M.isSteady_iff E B u).1 hu⟩, fun v hv => ?_⟩
  have h := (M.isSteady_iff_resistivity_law E B v).1 hv
  generalize M.current v = j at h ⊢
  refine ⟨h, ?_, fun hw => ?_⟩
  -- the Hall field is perpendicular to the current
  · rw [h]
    simp only [cross_apply, dotProduct, Fin.sum_univ_three, Pi.add_apply, Pi.smul_apply,
      smul_eq_mul, Matrix.cons_val]
    ring
  -- only the Hall field has a component along `B × j`
  · rw [hallCoefficient, div_eq_iff (mt dotProduct_self_eq_zero.1 hw), h]
    simp only [cross_apply, dotProduct, Fin.sum_univ_three, Pi.add_apply, Pi.smul_apply,
      smul_eq_mul, Matrix.cons_val]
    ring
```

`∃!` reads "there is exactly one"; the drift velocity supplies it. The other claims follow by projecting the resistivity law. Along j, the Hall term vanishes because (j × B)·j = 0, leaving E·j = ρ₀ j·j. Along B × j, the resistive term vanishes, and

E·(B × j) = (j × B)·(B × j)/(n e) = −|B × j|²/(n e).

Division by |B × j|², nonzero by hypothesis, gives R_H = −1/(n e).

## Fixed current and fixed field

```lean
/-- Hall bar: if a steady current `J` flows along `x` in a magnetic field `b` along `z`, the
electric field is `ρ₀ J` along `x`, `-J b / (n e)` along `y` and zero along `z`. -/
theorem Band.hall_bar (M : Band) (E v : Fin 3 → ℝ) (J b : ℝ)
    (hv : M.IsSteady E ![0, 0, b] v) (hj : M.current v = ![J, 0, 0]) :
    E = ![M.resistivity * J, -(J * b) / (M.n * M.e), 0] := by
  rw [(M.isSteady_iff_resistivity_law E _ v).1 hv, hj]
  apply vec_ext <;> simp only [cross_apply, Pi.add_apply, Pi.smul_apply, smul_eq_mul,
    Matrix.cons_val] <;> ring
```

Let the current density be (J, 0, 0) and the magnetic field (0, 0, b). Then j × B = (0, −J b, 0), and the resistivity law gives

E = (ρ₀ J, −J b/(n e), 0).

The longitudinal field does not contain b.

```lean
/-- If `E` is perpendicular to `B`, the power density dissipated in the steady state is
`E·j = E² / (ρ₀ (1 + μ² B²))`. -/
theorem Band.power_of_perpendicular (M : Band) (E B v : Fin 3 → ℝ)
    (hv : M.IsSteady E B v) (hEB : E ⬝ᵥ B = 0) :
    E ⬝ᵥ M.current v
      = (E ⬝ᵥ E) / (M.resistivity * (1 + M.mobility ^ 2 * (B ⬝ᵥ B))) := by
  -- the zero-field conductivity is `n e μ`
  have hσ : M.n * M.e * M.mobility = 1 / M.resistivity := by
    rw [Band.mobility, Band.resistivity, one_div_div]
    ring
  rw [(M.isSteady_iff E B v).1 hv]
  simp only [Band.current, Band.driftVelocity, dotProduct_smul, dotProduct_add,
    dotProduct_sub, dot_self_cross, hEB, smul_eq_mul, mul_zero, add_zero, sub_zero]
  generalize 1 + M.mobility ^ 2 * (B ⬝ᵥ B) = D
  linear_combination (E ⬝ᵥ E) * D⁻¹ * hσ

end

end CrossedFieldTransport
```

Now let E be perpendicular to B. In E·v the terms with E·B and E·(E × B) vanish, so

E·j = n e μ E²/(1 + μ²B²) = E²/(ρ₀(1 + μ²B²)),

since n e μ = 1/ρ₀, which is `hσ`. At fixed nonzero E the dissipated power thus falls as B grows, although ρ₀ stays the same: the current turns away from E and becomes smaller.

```lean
#print axioms CrossedFieldTransport.Band.crossed_fields
#print axioms CrossedFieldTransport.Band.hall_bar
#print axioms CrossedFieldTransport.Band.power_of_perpendicular
```

```
'CrossedFieldTransport.Band.crossed_fields' depends on axioms: [propext, Classical.choice, Quot.sound]
'CrossedFieldTransport.Band.hall_bar' depends on axioms: [propext, Classical.choice, Quot.sound]
'CrossedFieldTransport.Band.power_of_perpendicular' depends on axioms: [propext, Classical.choice, Quot.sound]
```
